# The zero-field susceptibility of two spins ½ coupled by J S₁·S₂ with J > 0 has a single peak, between k_BT = J/1.7 and k_BT = J/1.5

To get a first value for the exchange J of a half-filled Hubbard dimer at large U, I find the temperature where its spin susceptibility peaks and multiply by about 1.6. But I only ever scan a finite temperature window. How do I know that there isn't a higher maximum outside it, and how far off can the factor be?

## One maximum, and a factor between 1.5 and 1.7

For an isolated dimer well below its charge gap, there is no other maximum, and the factor lies strictly between 1.5 and 1.7. Only two spins one half then remain, with

H = J(S₁·S₂ + 3/4) − h S_z,

where h is the field and k_B = gμ_B = 1. The singlet has energy 0, and the triplet has energies J − h, J and J + h. The thermal average of S_z is

M(h) = (e^(−(J−h)/T) − e^(−(J+h)/T)) / (1 + e^(−(J−h)/T) + e^(−J/T) + e^(−(J+h)/T)).

The numerator vanishes at h = 0, so only its derivative contributes to the slope there:

χ(T) = (2/T) e^(−J/T) / (1 + 3e^(−J/T)) = 2 / (T(3 + e^(J/T))).

Maximising χ means minimising D(T) = T(3 + e^(J/T)). With y = J/T, D′(T) = 3 + e^y − y e^y, which vanishes at y = x when

(x − 1) e^x = 3.

The left side is below 3 at x = 1.5, because e^1.5 < 6, and above 3 at x = 1.7, because e^1.7 > 4.5. By continuity there is a solution in between. Set Ts = J/x.

To compare Ts with every other temperature, use the tangent to the exponential at x. For y ≠ x,

e^y > e^x (1 + y − x), hence 3 + e^y > 3 − (x − 1)e^x + y e^x = y e^x.

Multiplying by T = J/y gives D(T) > J e^x. At the peak, 3 + e^x = x e^x, so D(Ts) = J e^x. Every other temperature therefore gives a smaller χ. This used only that Ts solves the peak equation. Any local maximum has D′ = 0 and solves it too, so it would also have to beat every other temperature; two such temperatures can't coexist. A maximum in the interior of your scan window is therefore the global one. Since e^x = 3Ts/(J − Ts), the height is

χ(Ts) = 2 / (J e^x) = 2(J − Ts) / (3 J Ts).

As an instance, a peak at Ts = 10 gives 15 < J < 17. Evaluating (x − 1)e^x by hand gives about 2.97 at x = 1.60 and 3.05 at x = 1.61, so J lies between 16.0 and 16.1, and your 1.6 is a good factor.

If J ≤ 0, e^(J/T) does not decrease with T, so D rises strictly and χ falls strictly: there is no peak to read.

Here is the argument in Lean, with the peak taken to be a global maximum.

```lean
import Mathlib

open Matrix

namespace HubbardDimerSusceptibility

noncomputable section

/-- Heisenberg Hamiltonian `J (S₁·S₂ + 3/4) - h S_z` of two spins one half, in the basis
up-up, up-down, down-up, down-down. -/
def hamiltonian (J h : ℝ) : Matrix (Fin 4) (Fin 4) ℝ :=
  !![J - h, 0, 0, 0; 0, J / 2, J / 2, 0; 0, J / 2, J / 2, 0; 0, 0, 0, J + h]

/-- Total spin component `S_z` of the two spins, in the same basis. -/
def spinZ : Matrix (Fin 4) (Fin 4) ℝ :=
  !![1, 0, 0, 0; 0, 0, 0, 0; 0, 0, 0, 0; 0, 0, 0, -1]

/-- The singlet, followed by the three triplet states (not normalised). -/
def state : Fin 4 → Fin 4 → ℝ :=
  ![![0, 1, -1, 0], ![1, 0, 0, 0], ![0, 1, 1, 0], ![0, 0, 0, 1]]

/-- Energies of the singlet and of the three triplet states in a field `h`. -/
def energy (J h : ℝ) : Fin 4 → ℝ := ![0, J - h, J, J + h]

/-- Values of `S_z` in the singlet and in the three triplet states. -/
def moment : Fin 4 → ℝ := ![0, 1, 0, -1]

/-- Thermal average of `S_z` over the four levels at temperature `T ≠ 0` in a field `h`. -/
def magnetization (J T h : ℝ) : ℝ :=
  (∑ k, moment k * Real.exp (-energy J h k / T)) / ∑ k, Real.exp (-energy J h k / T)

/-- The dimer susceptibility `2 / (T (3 + exp (J / T)))`, for `T ≠ 0`. -/
def chi (J T : ℝ) : ℝ := 2 / (T * (3 + Real.exp (J / T)))

/-- The singlet and triplet states are joint eigenvectors of the Hamiltonian and of `S_z`,
with the listed energies and moments. -/
theorem state_eigen (J h : ℝ) (k : Fin 4) :
    hamiltonian J h *ᵥ state k = energy J h k • state k ∧
      spinZ *ᵥ state k = moment k • state k := by
  constructor
  · ext i
    fin_cases k <;> fin_cases i <;>
      simp [hamiltonian, state, energy, Matrix.mulVec, dotProduct, Fin.sum_univ_four]
  · ext i
    fin_cases k <;> fin_cases i <;>
      simp [spinZ, state, moment, Matrix.mulVec, dotProduct, Fin.sum_univ_four]

/-- At temperature `T > 0` the slope of the magnetisation at zero field is `chi J T`. -/
theorem hasDerivAt_magnetization (J : ℝ) {T : ℝ} (hT : 0 < T) :
    HasDerivAt (magnetization J T) (chi J T) 0 := by
  have e : magnetization J T = fun h =>
      (Real.exp (-(J - h) / T) - Real.exp (-(J + h) / T)) /
        (1 + Real.exp (-(J - h) / T) + Real.exp (-J / T) + Real.exp (-(J + h) / T)) := by
    funext h
    simp [magnetization, energy, moment, Fin.sum_univ_four, sub_eq_add_neg]
  -- Boltzmann factors of the two polarised triplet states
  have hp : HasDerivAt (fun h : ℝ => Real.exp (-(J - h) / T)) (Real.exp (-J / T) / T) 0 := by
    have h1 : HasDerivAt (fun h : ℝ => -(J - h) / T) (-(-1) / T) 0 :=
      (((hasDerivAt_id' (0 : ℝ)).const_sub J).fun_neg).div_const T
    refine h1.exp.congr_deriv ?_
    rw [sub_zero]
    ring
  have hm : HasDerivAt (fun h : ℝ => Real.exp (-(J + h) / T)) (-Real.exp (-J / T) / T) 0 := by
    have h1 : HasDerivAt (fun h : ℝ => -(J + h) / T) (-1 / T) 0 :=
      (((hasDerivAt_id' (0 : ℝ)).const_add J).fun_neg).div_const T
    refine h1.exp.congr_deriv ?_
    rw [add_zero]
    ring
  have hd := (hp.fun_sub hm).fun_div
    (((hp.const_add 1).add_const (Real.exp (-J / T))).fun_add hm) (by positivity)
  rw [e]
  refine hd.congr_deriv ?_
  have hx : Real.exp (-J / T) = (Real.exp (J / T))⁻¹ := by rw [← Real.exp_neg, neg_div]
  simp only [chi, sub_zero, add_zero, hx]
  have hy := Real.exp_pos (J / T)
  generalize Real.exp (J / T) = y at hy ⊢
  have s : 1 + y⁻¹ + y⁻¹ + y⁻¹ = (3 + y) / y := by
    rw [eq_div_iff hy.ne']
    linear_combination 3 * inv_mul_cancel₀ hy.ne'
  rw [s, sub_self, zero_mul, sub_zero]
  field_simp
  ring

/-- The peak equation `(x - 1) exp x = 3` has a solution between 1.5 and 1.7. -/
theorem exists_peak_ratio :
    ∃ x : ℝ, 1.5 < x ∧ x < 1.7 ∧ (x - 1) * Real.exp x = 3 := by
  have hlo := Real.exp_one_gt_d9
  have hhi := Real.exp_one_lt_d9
  have hsq : Real.exp (1 / 2) * Real.exp (1 / 2) = Real.exp 1 := by
    rw [← Real.exp_add]; norm_num
  have hhalf : Real.exp (1 / 2) < 2 := by nlinarith
  have ha : Real.exp 1.5 < 6 := by
    have h1 : Real.exp 1.5 = Real.exp 1 * Real.exp (1 / 2) := by
      rw [← Real.exp_add]; norm_num
    rw [h1]
    nlinarith [Real.exp_pos (1 / 2)]
  have hb : 4.5 < Real.exp 1.7 := by
    have h1 : Real.exp 1.7 = Real.exp 1 * Real.exp 0.7 := by
      rw [← Real.exp_add]; norm_num
    have h2 := Real.add_one_le_exp (0.7 : ℝ)
    rw [h1]
    nlinarith
  have hc : ContinuousOn (fun x : ℝ => (x - 1) * Real.exp x) (Set.Icc 1.5 1.7) := by
    fun_prop
  obtain ⟨x, hx, hfx⟩ := intermediate_value_Ioo (by norm_num) hc
    (show (3 : ℝ) ∈ Set.Ioo _ _ from ⟨by norm_num at ha ⊢; linarith,
      by norm_num at hb ⊢; linarith⟩)
  exact ⟨x, hx.1, hx.2, hfx⟩

/-- If `Ts > 0` solves the peak equation with `x = J / Ts`, then the susceptibility at every
other positive temperature is strictly smaller than at `Ts`. -/
theorem chi_lt_of_peak {J T Ts : ℝ} (hT : 0 < T) (hTs : 0 < Ts)
    (hpk : (J / Ts - 1) * Real.exp (J / Ts) = 3) (hne : T ≠ Ts) :
    chi J T < chi J Ts := by
  have hJ : J ≠ 0 := by
    rintro rfl
    norm_num at hpk
  have hne' : J / T - J / Ts ≠ 0 := by
    intro h0
    have h1 := sub_eq_zero.mp h0
    rw [div_eq_div_iff hT.ne' hTs.ne'] at h1
    exact hne (mul_left_cancel₀ hJ h1).symm
  -- the exponential lies strictly above its tangent at the peak
  have key : J / T * Real.exp (J / Ts) < 3 + Real.exp (J / T) := by
    have h1 := mul_lt_mul_of_pos_right (Real.add_one_lt_exp hne') (Real.exp_pos (J / Ts))
    rw [← Real.exp_add, sub_add_cancel] at h1
    linarith
  have h2 : Ts * (J / Ts) = J := by field_simp
  have h3 : T * (J / T) = J := by field_simp
  unfold chi
  apply div_lt_div_of_pos_left two_pos (by positivity)
  calc Ts * (3 + Real.exp (J / Ts)) = T * (J / T * Real.exp (J / Ts)) := by
        linear_combination (-Ts) * hpk + Real.exp (J / Ts) * h2 - Real.exp (J / Ts) * h3
    _ < T * (3 + Real.exp (J / T)) := mul_lt_mul_of_pos_left key hT

/-- For `J > 0` the susceptibility has a unique global maximum on `T > 0`, and it lies
between `J / 1.7` and `J / 1.5`. -/
theorem exists_unique_peak {J : ℝ} (hJ : 0 < J) :
    ∃ Ts : ℝ, J / 1.7 < Ts ∧ Ts < J / 1.5 ∧
      (J / Ts - 1) * Real.exp (J / Ts) = 3 ∧
      ∀ T, 0 < T → T ≠ Ts → chi J T < chi J Ts := by
  obtain ⟨x, h1, h2, hx⟩ := exists_peak_ratio
  have hx0 : 0 < x := lt_trans (by norm_num) h1
  have hr : J / (J / x) = x := by field_simp
  have hpk : (J / (J / x) - 1) * Real.exp (J / (J / x)) = 3 := by rw [hr]; exact hx
  exact ⟨J / x, div_lt_div_of_pos_left hJ hx0 h2,
    div_lt_div_of_pos_left hJ (by norm_num) h1, hpk,
    fun T hT hne => chi_lt_of_peak hT (div_pos hJ hx0) hpk hne⟩

/-- For `J > 0`, if the susceptibility is largest at `Ts > 0` among all positive temperatures,
then `J` lies between `1.5 Ts` and `1.7 Ts`, and the peak height is
`2 (J - Ts) / (3 J Ts)`. -/
theorem exchange_from_peak {J Ts : ℝ} (hJ : 0 < J) (hTs : 0 < Ts)
    (hmax : ∀ T, 0 < T → chi J T ≤ chi J Ts) :
    1.5 * Ts < J ∧ J < 1.7 * Ts ∧ chi J Ts = 2 * (J - Ts) / (3 * J * Ts) := by
  obtain ⟨T0, h1, h2, hpk, hlt⟩ := exists_unique_peak hJ
  have hT0 : 0 < T0 := lt_trans (by positivity) h1
  -- the observed maximum is the one found above
  have heq : Ts = T0 := by
    by_contra hne
    exact not_lt_of_ge (hmax T0 hT0) (hlt Ts hTs hne)
  subst heq
  rw [div_lt_iff₀ (by norm_num)] at h1
  rw [lt_div_iff₀ (by norm_num)] at h2
  refine ⟨by linarith, by linarith, ?_⟩
  have h3 : Ts * (J / Ts) = J := by field_simp
  have h4 : (J - Ts) * Real.exp (J / Ts) = 3 * Ts := by
    linear_combination Ts * hpk - Real.exp (J / Ts) * h3
  unfold chi
  rw [div_eq_div_iff (by positivity) (by positivity)]
  linear_combination (-2 * Ts) * h4

/-- For `J ≤ 0` the susceptibility decreases strictly with temperature on `T > 0`. -/
theorem chi_strictAnti_of_nonpos {J T₁ T₂ : ℝ} (hJ : J ≤ 0) (h1 : 0 < T₁) (h12 : T₁ < T₂) :
    chi J T₂ < chi J T₁ := by
  have h2 : 0 < T₂ := h1.trans h12
  have hle : J / T₁ ≤ J / T₂ := by
    rw [div_le_div_iff₀ h1 h2]
    nlinarith
  have hexp := Real.exp_le_exp.mpr hle
  unfold chi
  apply div_lt_div_of_pos_left two_pos (by positivity)
  exact mul_lt_mul h12 (by linarith) (by positivity) h2.le

end

end HubbardDimerSusceptibility
```

```lean
#print axioms HubbardDimerSusceptibility.state_eigen
#print axioms HubbardDimerSusceptibility.hasDerivAt_magnetization
#print axioms HubbardDimerSusceptibility.exchange_from_peak
#print axioms HubbardDimerSusceptibility.chi_strictAnti_of_nonpos
```

```
'HubbardDimerSusceptibility.state_eigen' depends on axioms: [propext, Classical.choice, Quot.sound]
'HubbardDimerSusceptibility.hasDerivAt_magnetization' depends on axioms: [propext, Classical.choice, Quot.sound]
'HubbardDimerSusceptibility.exchange_from_peak' depends on axioms: [propext, Classical.choice, Quot.sound]
'HubbardDimerSusceptibility.chi_strictAnti_of_nonpos' depends on axioms: [propext, Classical.choice, Quot.sound]
```

`hamiltonian` is H in the basis ↑↑, ↑↓, ↓↑, ↓↓, and `state_eigen` checks the energies and S_z values of the four vectors in `state`. The singlet and the middle triplet vector are unnormalised there; each needs a factor 1/√2. The four vectors are visibly orthogonal, so the sums in `magnetization` run over the whole spectrum.

`exists_unique_peak` says that for `0 < J` some `Ts` in the stated interval beats every other positive temperature strictly, which makes it unique. `exchange_from_peak` takes a global maximum at `Ts` and returns the bracket on J and the peak height. A finite scan shows only a local maximum; that it is global follows from D′ = 0 and the tangent argument above, but the derivative of D is not formalised here. The reduction from the Hubbard model to two spins is assumed, with J as a parameter, so charge excitations and coupling between dimers are absent.

In the proof, `hasDerivAt_magnetization` applies the quotient rule at h = 0, and `exists_peak_ratio` applies `intermediate_value_Ioo` to the two numerical bounds. The comparison of temperatures is `chi_lt_of_peak`, which rests on Mathlib's `Real.add_one_lt_exp`: z + 1 < e^z for z ≠ 0. Taking z = J/T − J/Ts and multiplying by e^(J/Ts) gives the tangent inequality, which the peak equation turns into `key`. The condition z ≠ 0 follows from T ≠ Ts and J ≠ 0; the latter holds because at J = 0 the peak equation would read −1 = 3. The `calc` block then multiplies by T and uses the peak equation to identify D(Ts).

`exchange_from_peak` shows that the given maximum must be the one already found, since otherwise χ at the given maximum would be strictly smaller than at the one found, although it is assumed to be at least as large. `chi_strictAnti_of_nonpos` is the monotonicity argument for J ≤ 0.
